# For a time-reversal-invariant Hamiltonian matrix, evolving, reversing, evolving again for the same time and undoing the reversal returns the initial state

## Does a reversed state retrace its path under the same forward evolution?

Take one level with real energy $E$ and amplitude $c$, in units with $\hbar=1$. After a time $t$ the amplitude is $e^{-iEt}c$. Complex conjugation turns it into $e^{iEt}\bar c$, and a further time $t$ of the same forward evolution multiplies by $e^{-iEt}$ and leaves $\bar c$. A last conjugation gives back $c$.

For several levels, with a Hamiltonian matrix $H$, I would reverse a state by $\psi\mapsto U\bar\psi$, where $U$ is an invertible matrix and the bar is entrywise complex conjugation. I expect the same echo whenever $U\bar H=HU$. Is that right, does $H$ have to be Hermitian, and does the echo survive if I replace the exponential by Strang splitting steps? I would like to see precise statements and a proof that Lean has checked.

## The symmetry relation gives the echo without Hermiticity, and Strang steps keep it if both parts satisfy the relation

Write $P(t)=e^{-itH}$ for the propagator and $\Theta\psi=U\bar\psi$ for the reversal. The reversal is undone by $\Theta^{-1}\varphi=\overline{U^{-1}\varphi}$. The condition $U\bar H=HU$ says that $\Theta$ commutes with $H$, since $\Theta H\psi=U\bar H\bar\psi=HU\bar\psi=H\Theta\psi$. Physically, the reversed system has the same Hamiltonian. A fixed external magnetic field generally breaks this, because reversing the motion does not reverse the field.

### From the conjugated exponential to the echo

Conjugating the exponential series term by term flips the sign of $i$ and conjugates $H$:

$$\overline{P(t)}=\sum_{m\ge 0}\frac{(it)^m\bar H^m}{m!}=e^{it\bar H}.$$

The symmetry gives $U\bar HU^{-1}=H$, hence $U\bar H^mU^{-1}=H^m$ for every $m$. Summing the series,

$$U\,\overline{P(t)}\,U^{-1}=e^{itH}=P(-t),\qquad\text{so}\qquad U\,\overline{P(t)}=P(-t)\,U.$$

Multiply from the left by $P(t)$ and use $P(t)P(-t)=1$:

$$P(t)\,U\,\overline{P(t)}=U.$$

Call any matrix $S$ with $SU\bar S=U$ a reversible step. For such a step,

$$S\,\Theta(S\psi)=SU\bar S\bar\psi=U\bar\psi=\Theta\psi,$$

and applying $\Theta^{-1}$ returns $\psi$. With $S=P(t)$ this is the echo.

### The symmetry read back from the dynamics

Conversely, suppose that $e^{-itH}\,U\,e^{it\bar H}=U$ for all real $t$. The left side is constant in time, so its derivative at $t=0$ vanishes:

$$-iHU+iU\bar H=0.$$

Dividing by $i$ gives $U\bar H=HU$. Reversibility at all times is therefore equivalent to the symmetry of $H$.

### Why a palindromic splitting stays reversible

Let $H=A+B$, with $A$ and $B$ each satisfying the symmetry relation. A Strang step is $e^{-iAt/2}e^{-iBt}e^{-iAt/2}$, which has the form $SRS$ with $S$ and $R$ reversible. The cancellation starts next to $U$ and works outwards:

$$SRS\,U\,\bar S\bar R\bar S=SR(SU\bar S)\bar R\bar S=S(RU\bar R)\bar S=SU\bar S=U.$$

Powers follow by induction. The zeroth power is the identity, which is reversible, and $S^{k+1}U\bar S^{k+1}=S^k(SU\bar S)\bar S^k=S^kU\bar S^k=U$. The size of $t$ never enters.

### A two-level example with complex coupling

Take equal real site energies $a$, a complex coupling $z$ and $U=\sigma_x$:

$$H=\begin{pmatrix}a&z\\ \bar z&a\end{pmatrix},\qquad \sigma_x\bar H=\begin{pmatrix}z&a\\ a&\bar z\end{pmatrix}=H\sigma_x.$$

Here the reversal swaps the two sites as well as conjugating the amplitudes. Plain conjugation, $U=1$, would satisfy the relation only for real $z$.

### The Lean file

```lean
import Mathlib

open Matrix

namespace TimeReversalEcho

noncomputable section

variable {n : Type*} [Fintype n] [DecidableEq n]

/-- The entrywise complex conjugate of a matrix. -/
def conjM (A : Matrix n n ℂ) : Matrix n n ℂ := (starRingEnd ℂ).mapMatrix A

/-- The Hamiltonian `H` is invariant under the time reversal `ψ ↦ U conj(ψ)`:
`U conj(H) = H U`. -/
def IsInvariant (U H : Matrix n n ℂ) : Prop := U * conjM H = H * U

/-- The propagator `exp(-i t H)`, in units with `ℏ = 1`. -/
def propagator (H : Matrix n n ℂ) (t : ℝ) : Matrix n n ℂ :=
  NormedSpace.exp (t • (-(Complex.I • H)))

/-- Time reversal of a state: `ψ ↦ U conj(ψ)`. -/
def reversal (U : Matrix n n ℂ) (ψ : n → ℂ) : n → ℂ := U *ᵥ star ψ

/-- Undoing the time reversal, for invertible `U`: `φ ↦ conj(U⁻¹ φ)`. -/
def undoReversal (U : Matrix n n ℂ) (φ : n → ℂ) : n → ℂ := star (U⁻¹ *ᵥ φ)

/-- A time step `S` is reversible with respect to `U` if `S U conj(S) = U`. -/
def IsReversibleStep (U S : Matrix n n ℂ) : Prop := S * U * conjM S = U

/-- One Strang splitting step for the Hamiltonian `A + B`: half a step with `A`,
a full step with `B`, half a step with `A`. -/
def strangStep (A B : Matrix n n ℂ) (t : ℝ) : Matrix n n ℂ :=
  propagator A (t / 2) * propagator B t * propagator A (t / 2)

/-- The complex conjugate of `exp(-i t H)` is `exp(i t conj(H))`. -/
theorem conj_propagator (H : Matrix n n ℂ) (t : ℝ) :
    conjM (propagator H t) = NormedSpace.exp (t • (Complex.I • conjM H)) := by
  have e : ∀ A : Matrix n n ℂ, conjM A = Aᴴᵀ := fun A => by ext i j; rfl
  rw [e (propagator H t), propagator, ← Matrix.exp_conjTranspose, ← Matrix.exp_transpose]
  congr 1
  ext i j
  simp [conjM]

/-- For invertible `U` and an invariant Hamiltonian, time reversal turns forward evolution
into backward evolution: `U conj(exp(-i t H)) = exp(i t H) U`. -/
theorem reversal_intertwines {U H : Matrix n n ℂ} (hU : IsUnit U) (h : IsInvariant U H)
    (t : ℝ) : U * conjM (propagator H t) = propagator H (-t) * U := by
  have hd : IsUnit U.det := (Matrix.isUnit_iff_isUnit_det U).mp hU
  have h' : U * conjM H = H * U := h
  -- conjugation by `U` maps one generator to the other
  have key : U * (t • (Complex.I • conjM H)) * U⁻¹ = (-t) • (-(Complex.I • H)) := by
    rw [Matrix.mul_smul, Matrix.mul_smul, h', Matrix.smul_mul, Matrix.smul_mul,
      Matrix.mul_assoc, Matrix.mul_nonsing_inv _ hd, Matrix.mul_one, smul_neg, neg_smul, neg_neg]
  rw [conj_propagator, propagator, ← key, Matrix.exp_conj _ _ hU, Matrix.mul_assoc,
    Matrix.nonsing_inv_mul _ hd, Matrix.mul_one]

/-- If `exp(tA) U exp(tB) = U` at all real times `t`, then the generators satisfy
`A U + U B = 0`. -/
theorem generator_balance {R : Type*} [NormedRing R] [NormedAlgebra ℝ R] [CompleteSpace R]
    [Algebra ℚ R] (A U B : R)
    (h : ∀ t : ℝ, NormedSpace.exp (t • A) * U * NormedSpace.exp (t • B) = U) :
    A * U + U * B = 0 := by
  have d : ∀ X : R, HasDerivAt (fun t : ℝ => NormedSpace.exp (t • X)) X 0 := fun X => by
    simpa using hasDerivAt_exp_smul_const (𝕂 := ℝ) X 0
  -- the product is constant in time, so its derivative at `t = 0` vanishes
  have d1 := ((d A).mul_const U).fun_mul (d B)
  have d2 : HasDerivAt
      (fun t : ℝ => NormedSpace.exp (t • A) * U * NormedSpace.exp (t • B)) 0 0 := by
    rw [funext h]
    exact hasDerivAt_const _ _
  simpa using d1.unique d2

/-- For invertible `U`, the evolution is reversible at all times if and only if the
Hamiltonian is invariant under time reversal. -/
theorem propagator_reversible_iff {U H : Matrix n n ℂ} (hU : IsUnit U) :
    (∀ t : ℝ, IsReversibleStep U (propagator H t)) ↔ IsInvariant U H := by
  constructor
  · intro h
    have h1 : ∀ t : ℝ, NormedSpace.exp (t • (-(Complex.I • H))) * U *
        NormedSpace.exp (t • (Complex.I • conjM H)) = U := fun t => by
      rw [← conj_propagator]
      exact h t
    have e : -(Complex.I • H) * U + U * (Complex.I • conjM H) = 0 := by
      let : NormedRing (Matrix n n ℂ) := Matrix.linftyOpNormedRing
      let : NormedAlgebra ℝ (Matrix n n ℂ) := Matrix.linftyOpNormedAlgebra
      exact generator_balance _ _ _ h1
    have e2 : Complex.I • (U * conjM H - H * U) = 0 := by
      refine Eq.trans ?_ e
      rw [neg_mul, Matrix.smul_mul, Matrix.mul_smul, smul_sub]
      abel
    -- cancel the factor `i`
    apply sub_eq_zero.mp
    calc U * conjM H - H * U
        = (-Complex.I) • (Complex.I • (U * conjM H - H * U)) := by
          rw [smul_smul, neg_mul, Complex.I_mul_I, neg_neg, one_smul]
      _ = 0 := by rw [e2, smul_zero]
  · intro h t
    have hc : Commute (t • (-(Complex.I • H))) ((-t) • (-(Complex.I • H))) :=
      ((Commute.refl _).smul_left t).smul_right (-t)
    have hinv : propagator H t * propagator H (-t) = 1 := by
      unfold propagator
      rw [← Matrix.exp_add_of_commute _ _ hc, ← add_smul, add_neg_cancel, zero_smul,
        NormedSpace.exp_zero]
    unfold IsReversibleStep
    rw [Matrix.mul_assoc, reversal_intertwines hU h, ← Matrix.mul_assoc, hinv, Matrix.one_mul]

/-- A palindromic product `S R S` of reversible steps is reversible. -/
theorem palindrome_reversible {U S R : Matrix n n ℂ} (hS : IsReversibleStep U S)
    (hR : IsReversibleStep U R) : IsReversibleStep U (S * R * S) := by
  unfold IsReversibleStep at *
  calc S * R * S * U * conjM (S * R * S)
      = S * (R * (S * U * conjM S) * conjM R) * conjM S := by
        simp only [conjM, map_mul, mul_assoc]
    _ = U := by rw [hS, hR, hS]

/-- Any number of repetitions of a reversible step is reversible. -/
theorem pow_reversible {U S : Matrix n n ℂ} (hS : IsReversibleStep U S) (k : ℕ) :
    IsReversibleStep U (S ^ k) := by
  unfold IsReversibleStep at *
  induction k with
  | zero => simp only [conjM, pow_zero, map_one, one_mul, mul_one]
  | succ k ih =>
    have c : conjM (S ^ (k + 1)) = conjM S * conjM (S ^ k) := by
      simp only [conjM, pow_succ', map_mul]
    calc S ^ (k + 1) * U * conjM (S ^ (k + 1))
        = S ^ k * (S * U * conjM S) * conjM (S ^ k) := by
          rw [c, pow_succ]
          simp only [mul_assoc]
      _ = U := by rw [hS, ih]

/-- For invertible `U` and a reversible step, stepping, reversing, stepping again and undoing
the reversal returns the initial state. -/
theorem step_echo {U S : Matrix n n ℂ} (hU : IsUnit U) (hS : IsReversibleStep U S)
    (ψ : n → ℂ) : undoReversal U (S *ᵥ reversal U (S *ᵥ ψ)) = ψ := by
  have hd : IsUnit U.det := (Matrix.isUnit_iff_isUnit_det U).mp hU
  have hs : star (S *ᵥ ψ) = conjM S *ᵥ star ψ := by
    ext i
    simp [conjM, Matrix.mulVec, dotProduct]
  unfold IsReversibleStep at hS
  unfold undoReversal reversal
  -- the second step cancels the first, leaving the reversed initial state
  have key : S *ᵥ (U *ᵥ (conjM S *ᵥ star ψ)) = U *ᵥ star ψ := by
    rw [Matrix.mulVec_mulVec, Matrix.mulVec_mulVec, hS]
  rw [hs, key, Matrix.mulVec_mulVec,
    Matrix.nonsing_inv_mul _ hd, Matrix.one_mulVec, star_star]

/-- For invertible `U` and an invariant Hamiltonian, evolving for a time `t`, reversing,
evolving for `t` again and undoing the reversal returns the initial state. -/
theorem evolution_echo {U H : Matrix n n ℂ} (hU : IsUnit U) (h : IsInvariant U H)
    (t : ℝ) (ψ : n → ℂ) :
    undoReversal U (propagator H t *ᵥ reversal U (propagator H t *ᵥ ψ)) = ψ :=
  step_echo hU ((propagator_reversible_iff hU).mpr h t) ψ

/-- For invertible `U` and invariant parts `A` and `B`, taking `k` Strang steps of any size `t`,
reversing, taking `k` more such steps and undoing the reversal returns the initial state. -/
theorem strang_echo {U A B : Matrix n n ℂ} (hU : IsUnit U) (hA : IsInvariant U A)
    (hB : IsInvariant U B) (t : ℝ) (k : ℕ) (ψ : n → ℂ) :
    undoReversal U (strangStep A B t ^ k *ᵥ reversal U (strangStep A B t ^ k *ᵥ ψ)) = ψ :=
  step_echo hU (pow_reversible (palindrome_reversible
    ((propagator_reversible_iff hU).mpr hA (t / 2))
    ((propagator_reversible_iff hU).mpr hB t)) k) ψ

/-- The two-level Hamiltonian with equal real site energies `a` and complex coupling `z` is
invariant under time reversal with the invertible matrix `U = σₓ`. -/
theorem invariant_witness (a : ℝ) (z : ℂ) :
    IsUnit (!![0, 1; 1, 0] : Matrix (Fin 2) (Fin 2) ℂ) ∧
      IsInvariant !![0, 1; 1, 0] !![(a : ℂ), z; star z, (a : ℂ)] := by
  constructor
  · rw [Matrix.isUnit_iff_isUnit_det, Matrix.det_fin_two_of]
    simp
  · unfold IsInvariant
    ext i j
    fin_cases i <;> fin_cases j <;> simp [conjM, Matrix.mul_apply, Fin.sum_univ_succ]

end

end TimeReversalEcho
```

```lean
#print axioms TimeReversalEcho.evolution_echo
#print axioms TimeReversalEcho.strang_echo
```

```
'TimeReversalEcho.evolution_echo' depends on axioms: [propext, Classical.choice, Quot.sound]
'TimeReversalEcho.strang_echo' depends on axioms: [propext, Classical.choice, Quot.sound]
```

### What the definitions and theorems say

The finite type `n` labels the basis states. A state is a function `n → ℂ`, with no normalisation required, and operators are of type `Matrix n n ℂ`. The bar is `conjM` on matrices and `star` on vectors, and `*ᵥ` applies a matrix to a vector. `reversal U` and `undoReversal U` are $\Theta$ and $\Theta^{-1}$, and `IsUnit U` says that $U$ is invertible. `IsInvariant U H` is the relation $U\bar H=HU$, which the echo theorems assume for the Hamiltonian or its parts.

- `reversal_intertwines` is $U\,\overline{P(t)}=P(-t)\,U$ for every real $t$.
- `propagator_reversible_iff` is the equivalence between reversibility at all times and the symmetry of $H$.
- `evolution_echo` says that the four operations return $\psi$, for every $t$ and every $\psi$.
- `strang_echo` says the same with $P(t)$ replaced by $k$ Strang steps of size $t$, for every natural number $k$.
- `invariant_witness` is the two-level example, including the invertibility of $\sigma_x$.

Neither $H$ nor its parts need be Hermitian, and $U$ need not be unitary, as it would be for the usual time-reversal operator. Nothing is assumed about $U\bar U$, so the cases with and without Kramers degeneracy are treated alike. The Hamiltonian is a finite matrix, independent of time and of the state. Unbounded operators, driven systems and mean-field equations of motion are not covered. `strang_echo` also says nothing about how close a Strang step is to $e^{-it(A+B)}$.

### Where each algebraic step sits in the proof

`conj_propagator` conjugates the exponential. It writes entrywise conjugation as conjugate transpose followed by transpose, because Mathlib knows that the exponential respects both.

In `reversal_intertwines`, the statement `key` is $U(it\bar H)U^{-1}=itH$. `Matrix.exp_conj` then carries the conjugation by $U$ through the exponential, so the powers $\bar H^m$ need not be treated one by one.

`generator_balance` is the differentiation argument for arbitrary generators $A$ and $B$, which here are not the two parts of $H$: if $e^{tA}Ue^{tB}=U$ for all $t$, then $AU+UB=0$. The product rule gives one derivative at zero, constancy gives another, and `d1.unique d2` equates them. `propagator_reversible_iff` applies this to the generators $-iH$ and $i\bar H$, after choosing a matrix norm in which to differentiate, and cancels the factor $i$. Its other direction proves $P(t)P(-t)=1$ as `hinv` and combines it with the intertwining relation.

`palindrome_reversible` and `pow_reversible` are the two cancellations above, the second by induction on `k`. `step_echo` turns the matrix identity into a statement about states: `hs` is $\overline{S\psi}=\bar S\bar\psi$, and `key` is $SU\bar S\bar\psi=U\bar\psi$. The two echo theorems feed it the exact propagator and the power of the Strang step.

### The round trip in a wavepacket code

In a split-operator calculation on a grid, $A$ is typically a real local potential and $B$ the kinetic energy, applied by Fourier transform. Without a magnetic field both are real matrices in the position basis, so $U=1$ and the reversal is plain conjugation:

```python
phi = psi0.copy()
for _ in range(k):
    phi = strang_step(phi, dt)
phi = phi.conj()
for _ in range(k):
    phi = strang_step(phi, dt)
phi = phi.conj()
error = np.linalg.norm(phi - psi0)
```

For this linear, time-independent, finite model, `error` should be at the level of accumulated rounding. A larger value points to a fault in the step, or to a term that breaks the symmetry, such as an absorbing potential. A small value does not show that `dt` is small enough, because the echo holds for every step size; the time-step error needs a separate convergence check.
